# The zero-energy nodal ring of H(k) = τx(k·σ) + m τz + b τz σx for |b| > |m|

To integrate over the low-energy states of this four-band model, one can refine the momentum mesh where the bands reach zero energy. For |b| > |m|, that place is a circle in the plane kx = 0, with radius √(b² − m²). For this non-interacting continuum model, the formula also gives an exact answer against which a numerical node search can be tested.

## Mass against spin splitting

The Hamiltonian is

H(k) = τx(k·σ) + m τz + b τz σx,

with real m, b and k = (kx, ky, kz), in units where the velocity is 1. The Pauli matrices τ act on an orbital degree of freedom and σ on spin. The mass m opens a gap at the Dirac point k = 0. The constant b splits the spin states along x, with opposite signs on the two orbitals. At k = 0 the energies are ±m ± b with independent signs. The condition |b| > |m| says that the spin splitting 2|b| exceeds 2|m|, the gap that the mass alone would open.

## What is stated

The central theorem, `det_hamiltonian_eq_zero_iff`, says that for all real m, b and k

det H(k) = 0 exactly when kx = 0 and ky² + kz² = b² − m².

In Lean, momentum is a function `Fin 3 → ℝ`, with `k 0`, `k 1`, `k 2` for kx, ky, kz. The matrix `hamiltonian m b k` is a sum of Kronecker products with τ as the first factor, and its rows and columns are indexed by `Fin 2 × Fin 2`. The set `nodalSet m b` collects the momenta at which the determinant vanishes, that is, at which zero is an energy.

Under the hypothesis `|m| < |b|`, `nodalSet_eq_ring` identifies this set with the circle of positive radius, and `nodalSet_connected` says that it is connected and has more than one point. Such a set has no isolated points, which rules out isolated Weyl nodes at zero energy.

The theorem `energy_iff` gives the real energies at each k, without their multiplicities. Lattice effects, interactions, topological charges and the ring's stability under further terms are not treated.

## From the square of H to the ring

Each of the three terms of H squares to a number: k², m² and b². In the cross terms, τx(k·σ) anticommutes with m τz, while m τz and b τz σx contribute 2mb σx. The remaining pair gives

b τxτz [k·σ, σx] = b(−iτy)(−2i ky σz + 2i kz σy) = 2b(−ky τyσz + kz τyσy).

Hence

H² = s + 2bM, with s = k² + m² + b² and M = m σx − ky τyσz + kz τyσy.

The three matrices in M anticommute pairwise and square to one, so

M² = ρ², with ρ = √(m² + ky² + kz²).

For real E it follows that

(H − E)(H + E) = (s − E²) + 2bM,

(H − E)(H + E)[(s − E²) − 2bM] = (s − E²)² − 4b²ρ².

If det(H − E) = 0, the number on the right of the second line must vanish.

Conversely, suppose that this number vanishes but H − E is invertible. Since τyHτy = −H, we have H + E = −τy(H − E)τy, so H + E has the same determinant as H − E and is invertible too. Cancelling both factors leaves (s − E²) − 2bM = 0. The trace of M is zero, so s = E² and then 2bM = 0. The product (H − E)(H + E) is therefore zero, a contradiction. So E is an energy exactly when

(s − E²)² = 4b²ρ².

Because s = kx² + ρ² + b², this is the same as

E² = kx² + (ρ + b)² or E² = kx² + (ρ − b)².

At E = 0 the secular equation rearranges to

kx⁴ + 2kx²(ρ² + b²) + (ρ² − b²)² = 0.

All terms are nonnegative, so kx = 0 and ρ² = b², which is the nodal condition. Conversely, these two equations make the sum vanish. For |b| > |m| the solutions are

k = (0, R cos θ, R sin θ), with R = √(b² − m²).

This is a continuous image of the real line, hence connected, and θ = 0 and θ = π give different points.

## The ring shrinking to a point

At |b| = |m| the radius is zero and only k = 0 remains; for |b| < |m| there is no node. The case m = b = 0 is the massless Dirac Hamiltonian τx(k·σ), with energies ±|k| and its node at the origin.

## Zero energy or repeated energy

A node could also be defined as a momentum at which some energy is repeated. That would change the set when m or b is zero: for m = 0 and b ≠ 0, the line ky = kz = 0 would be added, since both energies ±√(kx² + b²) are doubly degenerate there. For b = 0 every momentum would count. The determinant condition selects zero energy only.

## The complete Lean file

```lean
import Mathlib

open Matrix
open scoped Kronecker

namespace NodalRingSemimetal

noncomputable section

/-- The Pauli matrix `σx`. -/
def pauliX : Matrix (Fin 2) (Fin 2) ℂ := !![0, 1; 1, 0]

/-- The Pauli matrix `σy`. -/
def pauliY : Matrix (Fin 2) (Fin 2) ℂ := !![0, -Complex.I; Complex.I, 0]

/-- The Pauli matrix `σz`. -/
def pauliZ : Matrix (Fin 2) (Fin 2) ℂ := !![1, 0; 0, -1]

/-- The four-band Hamiltonian `τx (k·σ) + m τz + b τz σx`; the first tensor factor is `τ`,
the second is `σ`. -/
def hamiltonian (m b : ℝ) (k : Fin 3 → ℝ) : Matrix (Fin 2 × Fin 2) (Fin 2 × Fin 2) ℂ :=
  pauliX ⊗ₖ ((k 0 : ℂ) • pauliX + (k 1 : ℂ) • pauliY + (k 2 : ℂ) • pauliZ)
    + (m : ℂ) • (pauliZ ⊗ₖ (1 : Matrix (Fin 2) (Fin 2) ℂ)) + (b : ℂ) • (pauliZ ⊗ₖ pauliX)

/-- The matrix `m σx - ky τy σz + kz τy σy`. -/
def splitting (m : ℝ) (k : Fin 3 → ℝ) : Matrix (Fin 2 × Fin 2) (Fin 2 × Fin 2) ℂ :=
  (m : ℂ) • ((1 : Matrix (Fin 2) (Fin 2) ℂ) ⊗ₖ pauliX) - (k 1 : ℂ) • (pauliY ⊗ₖ pauliZ)
    + (k 2 : ℂ) • (pauliY ⊗ₖ pauliY)

/-- The chirality operator `τy`. -/
def chirality : Matrix (Fin 2 × Fin 2) (Fin 2 × Fin 2) ℂ :=
  pauliY ⊗ₖ (1 : Matrix (Fin 2) (Fin 2) ℂ)

/-- The energy `√(m² + ky² + kz²)`. -/
def transverseEnergy (m : ℝ) (k : Fin 3 → ℝ) : ℝ := √(m ^ 2 + k 1 ^ 2 + k 2 ^ 2)

/-- The set of momenta at which the Hamiltonian is singular. -/
def nodalSet (m b : ℝ) : Set (Fin 3 → ℝ) := {k | (hamiltonian m b k).det = 0}

/-- The point at angle `θ` on the circle of radius `R` about the origin in the plane `kx = 0`. -/
def ringPoint (R θ : ℝ) : Fin 3 → ℝ := ![0, R * Real.cos θ, R * Real.sin θ]

/-- The squared Hamiltonian is `k² + m² + b²` plus `2b` times the splitting matrix. -/
theorem hamiltonian_sq (m b : ℝ) (k : Fin 3 → ℝ) :
    hamiltonian m b k * hamiltonian m b k =
      ((k 0 ^ 2 + k 1 ^ 2 + k 2 ^ 2 + m ^ 2 + b ^ 2 : ℝ) : ℂ) • 1
        + (2 * b : ℂ) • splitting m k := by
  ext ⟨i, j⟩ ⟨p, q⟩
  fin_cases i <;> fin_cases j <;> fin_cases p <;> fin_cases q <;>
    simp [hamiltonian, splitting, pauliX, pauliY, pauliZ, Matrix.mul_apply,
      Fintype.sum_prod_type, Fin.sum_univ_two, Matrix.one_apply,
      -mul_eq_mul_left_iff, -mul_eq_mul_right_iff, -mul_eq_zero] <;>
    ring_nf <;> simp only [Complex.I_sq] <;> ring

/-- The splitting matrix squares to the number `m² + ky² + kz²`. -/
theorem splitting_sq (m : ℝ) (k : Fin 3 → ℝ) :
    splitting m k * splitting m k = ((m ^ 2 + k 1 ^ 2 + k 2 ^ 2 : ℝ) : ℂ) • 1 := by
  ext ⟨i, j⟩ ⟨p, q⟩
  fin_cases i <;> fin_cases j <;> fin_cases p <;> fin_cases q <;>
    simp [splitting, pauliX, pauliY, pauliZ, Matrix.mul_apply,
      Fintype.sum_prod_type, Fin.sum_univ_two, Matrix.one_apply,
      -mul_eq_mul_left_iff, -mul_eq_mul_right_iff, -mul_eq_zero] <;>
    ring_nf <;> simp only [Complex.I_sq] <;> ring

/-- The chirality operator squares to one, and conjugation by it reverses the sign of the
Hamiltonian. -/
theorem chiral_symmetry (m b : ℝ) (k : Fin 3 → ℝ) :
    chirality * chirality = 1 ∧
      chirality * hamiltonian m b k * chirality = -hamiltonian m b k := by
  have hI : Complex.I ^ 3 = -Complex.I := by
    rw [pow_succ, Complex.I_sq]
    ring
  constructor <;> ext ⟨i, j⟩ ⟨p, q⟩ <;>
  fin_cases i <;> fin_cases j <;> fin_cases p <;> fin_cases q <;>
    simp [chirality, hamiltonian, pauliX, pauliY, pauliZ, Matrix.mul_apply,
      Fintype.sum_prod_type, Fin.sum_univ_two, Matrix.one_apply,
      -mul_eq_mul_left_iff, -mul_eq_mul_right_iff, -mul_eq_zero] <;>
    ring_nf <;> simp only [Complex.I_sq, hI] <;> ring

/-- Secular equation: `H - E` is singular exactly when
`(k² + m² + b² - E²)² = 4b² (m² + ky² + kz²)`. -/
theorem secular_equation (m b E : ℝ) (k : Fin 3 → ℝ) :
    (hamiltonian m b k - (E : ℂ) • 1).det = 0 ↔
      (k 0 ^ 2 + k 1 ^ 2 + k 2 ^ 2 + m ^ 2 + b ^ 2 - E ^ 2) ^ 2
        = 4 * b ^ 2 * (m ^ 2 + k 1 ^ 2 + k 2 ^ 2) := by
  have hH := hamiltonian_sq m b k
  have hM := splitting_sq m k
  obtain ⟨hCC, hC⟩ := chiral_symmetry m b k
  have hT : (splitting m k).trace = 0 := by
    simp [splitting, Matrix.trace_kronecker, pauliX, pauliY, pauliZ, Matrix.trace_fin_two]
  have hc : Fintype.card (Fin 2 × Fin 2) = 4 := by simp
  set H := hamiltonian m b k
  set M := splitting m k
  set s : ℝ := k 0 ^ 2 + k 1 ^ 2 + k 2 ^ 2 + m ^ 2 + b ^ 2
  set r : ℝ := m ^ 2 + k 1 ^ 2 + k 2 ^ 2
  have hAB : (H - (E : ℂ) • 1) * (H + (E : ℂ) • 1)
      = ((s : ℂ) - (E : ℂ) ^ 2) • 1 + (2 * b : ℂ) • M := by
    have h1 : (H - (E : ℂ) • 1) * (H + (E : ℂ) • 1) = H * H - ((E : ℂ) ^ 2) • 1 := by
      simp only [sub_mul, mul_add, Matrix.smul_mul, Matrix.mul_smul, one_mul, mul_one]
      module
    rw [h1, hH]
    module
  have hABD : (H - (E : ℂ) • 1) * (H + (E : ℂ) • 1)
      * (((s : ℂ) - (E : ℂ) ^ 2) • 1 - (2 * b : ℂ) • M)
      = (((s : ℂ) - (E : ℂ) ^ 2) ^ 2 - 4 * (b : ℂ) ^ 2 * (r : ℂ)) • 1 := by
    rw [hAB]
    simp only [add_mul, mul_sub, Matrix.smul_mul, Matrix.mul_smul, one_mul, mul_one, hM]
    module
  -- conjugation by chirality takes `H - E` to `-(H + E)`
  have hdet : (H + (E : ℂ) • 1).det = (H - (E : ℂ) • 1).det := by
    have hB : H + (E : ℂ) • 1 = -(chirality * (H - (E : ℂ) • 1) * chirality) := by
      have h1 : chirality * (H - (E : ℂ) • 1) * chirality
          = chirality * H * chirality - (E : ℂ) • (chirality * chirality) := by
        simp only [mul_sub, sub_mul, Matrix.mul_smul, Matrix.smul_mul, mul_one]
      rw [h1, hC, hCC]
      module
    have h1 : chirality.det * chirality.det = 1 := by
      rw [← Matrix.det_mul, hCC, Matrix.det_one]
    rw [hB, Matrix.det_neg, Matrix.det_mul, Matrix.det_mul, hc]
    linear_combination (H - (E : ℂ) • 1).det * h1
  constructor
  · intro h
    have h2 := congrArg Matrix.det hABD
    rw [Matrix.det_mul, Matrix.det_mul, h, zero_mul, zero_mul, Matrix.det_smul,
      Matrix.det_one, mul_one, hc] at h2
    have h3 := (pow_eq_zero_iff (by norm_num : (4 : ℕ) ≠ 0)).mp h2.symm
    have h4 : (s - E ^ 2) ^ 2 - 4 * b ^ 2 * r = 0 := by exact_mod_cast h3
    linarith
  · intro h
    by_contra hA
    have h0 : ((s : ℂ) - (E : ℂ) ^ 2) ^ 2 - 4 * (b : ℂ) ^ 2 * (r : ℂ) = 0 := by
      have h1 : (s - E ^ 2) ^ 2 - 4 * b ^ 2 * r = 0 := by linarith
      exact_mod_cast h1
    rw [h0, zero_smul] at hABD
    have hU : IsUnit ((H - (E : ℂ) • 1) * (H + (E : ℂ) • 1)).det := by
      rw [Matrix.det_mul, hdet]
      exact (mul_ne_zero hA hA).isUnit
    -- an invertible factor can be cancelled; the trace then forces `E² = k² + m² + b²`
    have hD : ((s : ℂ) - (E : ℂ) ^ 2) • 1 - (2 * b : ℂ) • M = 0 := by
      have h1 := Matrix.nonsing_inv_mul _ hU
      have h2 : ∀ D : Matrix (Fin 2 × Fin 2) (Fin 2 × Fin 2) ℂ,
          (H - (E : ℂ) • 1) * (H + (E : ℂ) • 1) * D = 0 → D = 0 := by
        intro D hD
        rw [← one_mul D, ← h1, mul_assoc, hD, mul_zero]
      exact h2 _ hABD
    have ht := congrArg Matrix.trace hD
    simp only [Matrix.trace_sub, Matrix.trace_smul, hT, Matrix.trace_one, hc, smul_eq_mul,
      mul_zero, sub_zero, Matrix.trace_zero] at ht
    push_cast at ht
    have hs : (s : ℂ) - (E : ℂ) ^ 2 = 0 := by linear_combination ht / 4
    rw [hs, zero_smul, zero_sub, neg_eq_zero] at hD
    rw [hAB, hs, zero_smul, zero_add, hD] at hU
    simp at hU

/-- Band structure: `E` is an energy at momentum `k` exactly when `E² = kx² + (ρ + b)²` or
`E² = kx² + (ρ - b)²`, where `ρ = √(m² + ky² + kz²)`. -/
theorem energy_iff (m b E : ℝ) (k : Fin 3 → ℝ) :
    (∃ ψ : Fin 2 × Fin 2 → ℂ, ψ ≠ 0 ∧ hamiltonian m b k *ᵥ ψ = (E : ℂ) • ψ) ↔
      E ^ 2 = k 0 ^ 2 + (transverseEnergy m k + b) ^ 2 ∨
      E ^ 2 = k 0 ^ 2 + (transverseEnergy m k - b) ^ 2 := by
  have h : (∃ ψ : Fin 2 × Fin 2 → ℂ, ψ ≠ 0 ∧ hamiltonian m b k *ᵥ ψ = (E : ℂ) • ψ) ↔
      (hamiltonian m b k - (E : ℂ) • 1).det = 0 := by
    rw [← Matrix.exists_mulVec_eq_zero_iff]
    simp only [Matrix.sub_mulVec, Matrix.smul_mulVec, Matrix.one_mulVec, sub_eq_zero]
  have hρ : transverseEnergy m k ^ 2 = m ^ 2 + k 1 ^ 2 + k 2 ^ 2 :=
    Real.sq_sqrt (by positivity)
  have hk : k 1 ^ 2 = transverseEnergy m k ^ 2 - m ^ 2 - k 2 ^ 2 := by linarith
  rw [h, secular_equation, hk]
  constructor
  · intro h1
    have h2 : (E ^ 2 - (k 0 ^ 2 + (transverseEnergy m k + b) ^ 2))
        * (E ^ 2 - (k 0 ^ 2 + (transverseEnergy m k - b) ^ 2)) = 0 := by
      linear_combination h1
    rcases mul_eq_zero.mp h2 with h3 | h3
    · exact Or.inl (sub_eq_zero.mp h3)
    · exact Or.inr (sub_eq_zero.mp h3)
  · rintro (h1 | h1) <;> rw [h1] <;> ring

/-- The Hamiltonian is singular exactly when `kx = 0` and `ky² + kz² = b² - m²`. -/
theorem det_hamiltonian_eq_zero_iff (m b : ℝ) (k : Fin 3 → ℝ) :
    (hamiltonian m b k).det = 0 ↔ k 0 = 0 ∧ k 1 ^ 2 + k 2 ^ 2 = b ^ 2 - m ^ 2 := by
  have h := secular_equation m b 0 k
  simp only [Complex.ofReal_zero, zero_smul, sub_zero] at h
  rw [h]
  constructor
  · intro h
    -- at zero energy the secular equation is a vanishing sum of nonnegative terms
    have h1 : (k 0 ^ 2) ^ 2 + 2 * k 0 ^ 2 * (m ^ 2 + k 1 ^ 2 + k 2 ^ 2 + b ^ 2)
        + (m ^ 2 + k 1 ^ 2 + k 2 ^ 2 - b ^ 2) ^ 2 = 0 := by linear_combination h
    have p1 : 0 ≤ (k 0 ^ 2) ^ 2 := by positivity
    have p2 : 0 ≤ 2 * k 0 ^ 2 * (m ^ 2 + k 1 ^ 2 + k 2 ^ 2 + b ^ 2) := by positivity
    have p3 := sq_nonneg (m ^ 2 + k 1 ^ 2 + k 2 ^ 2 - b ^ 2)
    have a1 : (k 0 ^ 2) ^ 2 = 0 := by linarith
    have a3 : (m ^ 2 + k 1 ^ 2 + k 2 ^ 2 - b ^ 2) ^ 2 = 0 := by linarith
    have a4 := (pow_eq_zero_iff two_ne_zero).mp a3
    exact ⟨(pow_eq_zero_iff two_ne_zero).mp ((pow_eq_zero_iff two_ne_zero).mp a1),
      by linarith⟩
  · rintro ⟨h0, h1⟩
    have h2 : k 1 ^ 2 = b ^ 2 - m ^ 2 - k 2 ^ 2 := by linarith
    rw [h0, h2]
    ring

/-- For `|b| > |m|` the nodal set is a circle of positive radius `√(b² - m²)` in the plane
`kx = 0`. -/
theorem nodalSet_eq_ring {m b : ℝ} (h : |m| < |b|) :
    0 < √(b ^ 2 - m ^ 2) ∧ nodalSet m b = Set.range (ringPoint √(b ^ 2 - m ^ 2)) := by
  have hbm : 0 < b ^ 2 - m ^ 2 := by linarith [sq_lt_sq.mpr h]
  refine ⟨Real.sqrt_pos.mpr hbm, ?_⟩
  ext k
  refine (det_hamiltonian_eq_zero_iff m b k).trans ⟨?_, ?_⟩
  · rintro ⟨h0, h1⟩
    -- the angle on the ring is the argument of `ky + i kz`
    have h2 : ‖(⟨k 1, k 2⟩ : ℂ)‖ ^ 2 = b ^ 2 - m ^ 2 := by
      rw [Complex.sq_norm, Complex.normSq_apply]
      show k 1 * k 1 + k 2 * k 2 = _
      linarith
    have h3 : √(b ^ 2 - m ^ 2) = ‖(⟨k 1, k 2⟩ : ℂ)‖ := by
      rw [← h2, Real.sqrt_sq (norm_nonneg _)]
    refine ⟨Complex.arg ⟨k 1, k 2⟩, ?_⟩
    rw [h3]
    ext i
    fin_cases i
    · exact h0.symm
    · exact Complex.norm_mul_cos_arg ⟨k 1, k 2⟩
    · exact Complex.norm_mul_sin_arg ⟨k 1, k 2⟩
  · rintro ⟨θ, rfl⟩
    refine ⟨rfl, ?_⟩
    show (√(b ^ 2 - m ^ 2) * Real.cos θ) ^ 2 + (√(b ^ 2 - m ^ 2) * Real.sin θ) ^ 2 = _
    linear_combination √(b ^ 2 - m ^ 2) ^ 2 * Real.sin_sq_add_cos_sq θ + Real.sq_sqrt hbm.le

/-- For `|b| > |m|` the nodal set is connected and has more than one point. -/
theorem nodalSet_connected {m b : ℝ} (h : |m| < |b|) :
    IsConnected (nodalSet m b) ∧ (nodalSet m b).Nontrivial := by
  obtain ⟨hR, hring⟩ := nodalSet_eq_ring h
  rw [hring]
  constructor
  · apply isConnected_range
    refine continuous_pi fun i => ?_
    fin_cases i
    · exact continuous_const
    · exact continuous_const.mul Real.continuous_cos
    · exact continuous_const.mul Real.continuous_sin
  · refine ⟨_, ⟨0, rfl⟩, _, ⟨Real.pi, rfl⟩, fun he => ?_⟩
    have h1 : √(b ^ 2 - m ^ 2) * Real.cos 0 = √(b ^ 2 - m ^ 2) * Real.cos Real.pi :=
      congrFun he 1
    rw [Real.cos_zero, Real.cos_pi] at h1
    linarith

/-- The nodal set is the single point `k = 0` when `|b| = |m|`, and is empty when
`|b| < |m|`. -/
theorem nodalSet_without_ring (m b : ℝ) :
    (|b| = |m| → nodalSet m b = {0}) ∧ (|b| < |m| → nodalSet m b = ∅) := by
  constructor
  · intro h
    have hbm : b ^ 2 = m ^ 2 := (sq_eq_sq_iff_abs_eq_abs b m).mpr h
    ext k
    refine (det_hamiltonian_eq_zero_iff m b k).trans ⟨?_, ?_⟩
    · rintro ⟨h0, h1⟩
      have h2 : k 1 ^ 2 = 0 := by linarith [sq_nonneg (k 1), sq_nonneg (k 2)]
      have h3 : k 2 ^ 2 = 0 := by linarith
      show k = 0
      ext i
      fin_cases i
      · exact h0
      · exact (pow_eq_zero_iff two_ne_zero).mp h2
      · exact (pow_eq_zero_iff two_ne_zero).mp h3
    · intro hk
      have hk0 : k = 0 := hk
      subst hk0
      simp [hbm]
  · intro h
    have hbm := sq_lt_sq.mpr h
    refine Set.eq_empty_iff_forall_notMem.mpr fun k hk => ?_
    have h1 := ((det_hamiltonian_eq_zero_iff m b k).mp hk).2
    linarith [sq_nonneg (k 1), sq_nonneg (k 2)]

end

end NodalRingSemimetal
```

```lean
#print axioms NodalRingSemimetal.energy_iff
#print axioms NodalRingSemimetal.nodalSet_connected
#print axioms NodalRingSemimetal.nodalSet_without_ring
```

```
'NodalRingSemimetal.energy_iff' depends on axioms: [propext, Classical.choice, Quot.sound]
'NodalRingSemimetal.nodalSet_connected' depends on axioms: [propext, Classical.choice, Quot.sound]
'NodalRingSemimetal.nodalSet_without_ring' depends on axioms: [propext, Classical.choice, Quot.sound]
```

## How the proof follows the algebra

The lemmas `hamiltonian_sq`, `splitting_sq` and `chiral_symmetry` establish the matrix identities entry by entry: `fin_cases` runs through the indices, `simp` expands the products, and `ring` closes the resulting polynomial identities. The matrix M is called `splitting`. The name `chirality` for τy refers to the chiral symmetry τyHτy = −H. It is not the chirality of massless Dirac particles, which is measured here by τx, a matrix that commutes with τx(k·σ).

In `secular_equation`, `hAB` and `hABD` are the two product formulas, and `hdet` is the equality of determinants from chirality. The forward direction takes determinants in `hABD`, where the scalar appears to the fourth power. The converse multiplies by the inverse of (H − E)(H + E) to obtain `hD`, then takes its trace.

For `energy_iff`, a nonzero eigenvector is first translated into a vanishing determinant. The secular equation is then factored into the two band formulas.

The central theorem sets E = 0. Its `h1` is the sum of nonnegative terms, and `linarith` extracts the vanishing of the first and last.

To put a node on the ring, `nodalSet_eq_ring` takes θ to be the argument of the complex number ky + i kz, whose modulus is R. Connectedness comes from `isConnected_range` and the continuity of sine and cosine. Finally, `nodalSet_without_ring` handles |b| ≤ |m| by the sign of b² − m².
